# Angular average of the Zeeman density for an s₁/₂ Dirac spinor in a uniform magnetic field

The theorem `sphereAverage_zeeman` concerns a single Dirac spinor (Gχ, iF(σ·n)χ), with χ spin up along z, in a uniform unit magnetic field along z with vector potential A = B × r/2. It states that the real part of ψ†(α·A)ψ, averaged over the unit sphere, is (2/3)rGF for any real numbers G, F and r. The spinor is taken without its common factor 1/(r√(4π)); with that factor restored, for r > 0, the average is GF/(6πr). The proof uses the pointwise formula rGF sin²θ, evaluates the polar integral of sin³θ as 4/3 from an antiderivative, and leaves the remaining constants to algebra.

This version doesn't compile in Lean 4 with Mathlib:

```lean
import Mathlib

open Matrix MeasureTheory Set

namespace SphereAverageZeeman

noncomputable section

/-- The Pauli matrices contracted with a real vector, `σ · v`. -/
def pauliDot (v : Fin 3 → ℝ) : Matrix (Fin 2) (Fin 2) ℂ :=
  !![(v 2 : ℂ), v 0 - Complex.I * v 1; v 0 + Complex.I * v 1, -(v 2 : ℂ)]

/-- The unit vector with polar angle `θ` and azimuth `φ`. -/
def direction (θ φ : ℝ) : Fin 3 → ℝ :=
  ![Real.sin θ * Real.cos φ, Real.sin θ * Real.sin φ, Real.cos θ]

/-- The vector potential `B × r / 2` of a uniform unit magnetic field along `z`. -/
def vectorPotential (r θ φ : ℝ) : Fin 3 → ℝ :=
  ![-(r * Real.sin θ * Real.sin φ / 2), r * Real.sin θ * Real.cos φ / 2, 0]

/-- The Dirac spinor `(G χ, i F (σ · n) χ)` with `χ` spin up along `z`; the common factor
`1 / (r √(4π))` is split off. -/
def spinor (G F θ φ : ℝ) : Fin 2 ⊕ Fin 2 → ℂ :=
  Sum.elim ![(G : ℂ), 0] ((Complex.I * F) • (pauliDot (direction θ φ) *ᵥ ![1, 0]))

/-- The local expectation value `ψ† (α · A) ψ` of the Zeeman operator in the Dirac spinor. -/
def zeemanDensity (G F r θ φ : ℝ) : ℂ :=
  star (spinor G F θ φ) ⬝ᵥ
    (fromBlocks 0 (pauliDot (vectorPotential r θ φ)) (pauliDot (vectorPotential r θ φ)) 0
      *ᵥ spinor G F θ φ)

/-- The average of a function of the two angles over the unit sphere. -/
def sphereAverage (f : ℝ → ℝ → ℝ) : ℝ :=
  1 / (4 * Real.pi) * ∫ φ in (0 : ℝ)..(2 * Real.pi), ∫ θ in (0 : ℝ)..Real.pi, f θ φ * Real.sin θ

/-- The Zeeman operator couples the large and small components with local weight
`r G F sin² θ`. -/
theorem zeemanDensity_eq (G F r θ φ : ℝ) :
    zeemanDensity G F r θ φ = ((r * G * F * Real.sin θ ^ 2 : ℝ) : ℂ) := by
  have h := Real.sin_sq_add_cos_sq φ
  simp only [zeemanDensity, spinor, pauliDot, direction, vectorPotential]
  generalize Real.sin φ = q at h ⊢
  generalize Real.cos φ = p at h ⊢
  generalize Real.sin θ = s
  generalize Real.cos θ = t
  apply Complex.ext
  · simp [dotProduct, Matrix.mulVec, Fintype.sum_sum_type, Fin.sum_univ_two, pow_two]
    linear_combination (r * G * F * s ^ 2) * h
  · simp [dotProduct, Matrix.mulVec, Fintype.sum_sum_type, Fin.sum_univ_two, pow_two]
    ring

/-- Averaged over all directions, the Zeeman density is `(2/3) r G F`. -/
theorem sphereAverage_zeeman (G F r : ℝ) :
    sphereAverage (fun θ φ => (zeemanDensity G F r θ φ).re) = 2 / 3 * (r * G * F) := by
  have hd : ∀ x : ℝ, HasDerivAt
      (fun x => Real.cos x * Real.cos x * Real.cos x / 3 - Real.cos x) (Real.sin x ^ 3) x := by
    intro x
    have hc := Real.hasDerivAt_cos x
    refine ((((hc.fun_mul hc).fun_mul hc).div_const 3).fun_sub hc).congr_deriv ?_
    linear_combination (-Real.sin x) * Real.sin_sq_add_cos_sq x
  -- the polar integral of sin³ θ
  have h3 : ∫ θ in (0 : ℝ)..Real.pi, Real.sin θ ^ 3 = 4 / 3 := by
    rw [intervalIntegral.integral_eq_sub_of_hasDerivAt (fun x _ => hd x)
      (Continuous.intervalIntegrable (by fun_prop) _ _)]
    norm_num [Real.cos_pi, Real.cos_zero]
  have hs : ∀ θ : ℝ, r * G * F * Real.sin θ ^ 2 * Real.sin θ = r * G * F * Real.sin θ ^ 3 :=
    fun θ => by ring
  simp only [sphereAverage, zeemanDensity_eq, Complex.ofReal_re, hs,
    intervalIntegral.integral_const_mul, h3, intervalIntegral.integral_const, smul_eq_mul,
    sub_zero]
  have hpi := Real.pi_ne_zero
  field_simp
  ring

end

end SphereAverageZeeman
```

The compiler's answer:

```
Main.lean:73:2: error: No goals to be solved
```

The message "No goals to be solved" points to the final `ring`. It does not report a false identity or a failed calculation: when Lean reaches this line, nothing is left to prove.

By then `simp only` has put in the pointwise formula and evaluated both integrals. What remains is an algebraic equation in which the factor 1/(4π) from the average meets the 2π from the azimuthal integral. The hypothesis `hpi`, which says that π is not zero, allows `field_simp` to cancel π. Here `field_simp` does more than clear denominators: its own simplification also settles the equation that results, and so closes the goal. The `ring` that follows then has no goal to act on, which is an error.

The diff deletes that `ring` and changes nothing else. The proof now ends at `field_simp`, where it was already complete.

As a diff, the version that Lean accepts:

```diff
@@ -71,5 +71,4 @@
   have hpi := Real.pi_ne_zero
   field_simp
-  ring
 
 end
```
